# For $\beta\neq0$, the equation $g'=-\beta g(1-g)$ on the whole energy axis admits only 0, 1 and the Fermi-Dirac functions

Let $g(x)$ be the occupation of a one-particle level at energy $x$, in units of $k_BT$, and suppose that $g'=-g(1-g)$. Starting from $g(0)=1/2$, the solution is $1/(1+e^x)$, which exists at every energy. Starting from $g(0)=2$, it is $2/(2-e^x)$, which diverges at $x=\ln 2$. Requiring the equation at every energy therefore rules out the second start, although no bound on $g$ was imposed.

In general, let $\beta\neq0$ be the inverse temperature and $\varepsilon$ the energy. A function $g:\mathbb R\to\mathbb R$ satisfies

$$g'(\varepsilon)=-\beta\,g(\varepsilon)\,(1-g(\varepsilon))\quad\text{for all }\varepsilon$$

if and only if $g$ is constantly 0, constantly 1, or $1/(1+e^{\beta(\varepsilon-\mu)})$ for some real chemical potential $\mu$. Textbooks usually write $f$ for this occupation.

The equation has a physical origin. For a non-interacting level in the grand canonical ensemble, $-\partial\langle n\rangle/\partial\varepsilon$ is $\beta$ times the variance of the occupation number $n$. For a fermion $n$ is 0 or 1, so the variance is $g(1-g)$.

## The derivative in a Fermi-level search

For fixed one-particle levels $\varepsilon_i$ with weights $w_i$ and Fermi-Dirac occupations $f_i$, the electron number is $N(\mu)=\sum_i w_i f_i$, and a Newton search for $\mu$ can use

$$\frac{\partial N}{\partial\mu}=\beta\sum_i w_i f_i(1-f_i).$$

This shortcut belongs to Fermi-Dirac smearing. A Gaussian-smeared step is differentiable but lies in none of the three families, so its derivative needs its own formula. The occupations here are per spin orbital; if a code stores $F=2f$, the equation becomes $F'=-\beta F(1-F/2)$.

## From the equation to the three families

**Linear growth.** If $u'=au$ with $a$ continuous, put $A(x)=\int_0^x a$. Then $(ue^{-A})'=0$, so $u(x)=u(0)e^{A(x)}$.

**Explicit solution.** Two quantities grow at the same rate $\beta g$:

$$(ge^{\beta\varepsilon})'=\beta g\,(ge^{\beta\varepsilon}),\qquad (1-g)'=\beta g\,(1-g).$$

Write $g_0=g(0)$ and $E=\exp\int_0^\varepsilon\beta g>0$. Then $ge^{\beta\varepsilon}=g_0E$ and $1-g=(1-g_0)E$. With $D=g_0+(1-g_0)e^{\beta\varepsilon}$, these give

$$DE=ge^{\beta\varepsilon}+(1-g)e^{\beta\varepsilon}=e^{\beta\varepsilon}.$$

Hence $D>0$. Also $gDE=ge^{\beta\varepsilon}=g_0E$, so $g=g_0/D$.

**Bounds.** If $g_0<0$ or $g_0>1$, then $r=g_0/(g_0-1)$ is positive. At $\varepsilon=\ln r/\beta$ we get $D=g_0-(g_0-1)r=0$, a contradiction. So $0\le g_0\le1$. Since $D-g_0=(1-g_0)e^{\beta\varepsilon}\ge0$, it follows that $0\le g\le1$ everywhere.

**Families.** If $g_0=0$, then $g=0$. If $g_0=1$, then $D=1$ and $g=1$. Otherwise put $q=(1-g_0)/g_0>0$ and $\mu=-\ln q/\beta$. Then $D/g_0=1+qe^{\beta\varepsilon}=1+e^{\beta(\varepsilon-\mu)}$, which gives the Fermi-Dirac function.

**Converse.** The constants 0 and 1 make both sides zero. For a real constant $c$, let $t=e^{\beta(\varepsilon-\mu)}$ and $s=1/(1+ct)$. Where $1+ct\neq0$,

$$s'=-\frac{\beta ct}{(1+ct)^2}=-\beta s(1-s).$$

The choice $c=1$ is Fermi-Dirac.

**Half filling.** If $g(\mu)=1/2$, then $g$ is neither constant, so it is a Fermi-Dirac function with some chemical potential $\nu$. Then $e^{\beta(\mu-\nu)}=1$, hence $\nu=\mu$.

**One missing energy.** The choice $c=-1$ gives $s=1/(1-t)$, which is minus the Bose-Einstein function. For $\varepsilon\neq\mu$ it obeys the equation, yet $s<0$ when $t>1$ and $s>1$ when $t<1$. Requiring the equation at all energies but one is therefore not enough for the bounds.

## The Lean source

```lean
import Mathlib

open Set

namespace FermiDiracFlow

noncomputable section

/-- The occupation `g` obeys `g' = -β g (1 - g)` at every real energy. -/
def FermiFlow (β : ℝ) (g : ℝ → ℝ) : Prop :=
  ∀ ε, HasDerivAt g (-β * g ε * (1 - g ε)) ε

/-- The Fermi-Dirac occupation at energy `ε`, with inverse temperature `β` and chemical
potential `μ`. -/
def fermi (β μ ε : ℝ) : ℝ := 1 / (1 + Real.exp (β * (ε - μ)))

/-- The Bose-Einstein function at energy `ε`. It is the mean occupation of a bosonic level when
`β * (ε - μ) > 0`. -/
def bose (β μ ε : ℝ) : ℝ := 1 / (Real.exp (β * (ε - μ)) - 1)

/-- A quantity that grows at the continuous rate `a` equals its initial value times the
exponential of the accumulated rate. -/
theorem linear_growth {u a : ℝ → ℝ} (ha : Continuous a)
    (hu : ∀ x, HasDerivAt u (a x * u x) x) (x : ℝ) :
    u x = u 0 * Real.exp (∫ t in (0 : ℝ)..x, a t) := by
  have hA : ∀ y, HasDerivAt (fun y => ∫ t in (0 : ℝ)..y, a t) (a y) y :=
    fun y => (ha.integral_hasStrictDerivAt 0 y).hasDerivAt
  -- the integrating factor turns `u` into a constant
  have hW : ∀ y, HasDerivAt (fun y => u y * Real.exp (-(∫ t in (0 : ℝ)..y, a t))) 0 y :=
    fun y => ((hu y).fun_mul (hA y).fun_neg.exp).congr_deriv (by ring)
  have hc := is_const_of_deriv_eq_zero (fun y => (hW y).differentiableAt)
    (fun y => (hW y).deriv) x 0
  simp only [intervalIntegral.integral_same, neg_zero, Real.exp_zero, mul_one] at hc
  rw [← hc, mul_assoc, ← Real.exp_add, neg_add_cancel, Real.exp_zero, mul_one]

/-- A solution of the flow is fixed by its occupation at zero energy through an explicit
formula, whose denominator is positive at every energy. -/
theorem flow_formula {β : ℝ} {g : ℝ → ℝ} (h : FermiFlow β g) (ε : ℝ) :
    0 < g 0 + (1 - g 0) * Real.exp (β * ε) ∧
      g ε = g 0 / (g 0 + (1 - g 0) * Real.exp (β * ε)) := by
  have hg : Continuous g := continuous_iff_continuousAt.2 fun x => (h x).continuousAt
  have ha : Continuous (fun x => β * g x) := continuous_const.mul hg
  -- `g exp(βε)` and the hole occupation `1 - g` grow at the same rate `β g`
  have hp := linear_growth (u := fun x => g x * Real.exp (β * x)) ha
    (fun x => ((h x).fun_mul ((hasDerivAt_id' x).const_mul β).exp).congr_deriv (by ring)) ε
  have hh := linear_growth (u := fun x => 1 - g x) ha
    (fun x => ((h x).const_sub 1).congr_deriv (by ring)) ε
  have hE := Real.exp_pos (∫ t in (0 : ℝ)..ε, β * g t)
  simp only [mul_zero, Real.exp_zero, mul_one] at hp hh
  generalize Real.exp (∫ t in (0 : ℝ)..ε, β * g t) = E at hp hh hE
  have hDE : (g 0 + (1 - g 0) * Real.exp (β * ε)) * E = Real.exp (β * ε) := by
    linear_combination -hp - Real.exp (β * ε) * hh
  have hD : 0 < g 0 + (1 - g 0) * Real.exp (β * ε) :=
    (mul_pos_iff_of_pos_right hE).1 (by rw [hDE]; exact Real.exp_pos _)
  refine ⟨hD, ?_⟩
  rw [eq_div_iff hD.ne']
  apply mul_right_cancel₀ hE.ne'
  linear_combination g ε * hDE + hp

/-- For `β ≠ 0`, every solution of the flow on the whole energy axis has occupations
between 0 and 1. -/
theorem occupation_mem_Icc {β : ℝ} {g : ℝ → ℝ} (hβ : β ≠ 0) (h : FermiFlow β g) (ε : ℝ) :
    g ε ∈ Icc (0 : ℝ) 1 := by
  have key : 0 ≤ g 0 * (1 - g 0) := by
    by_contra hneg
    have hneg' : g 0 * (1 - g 0) < 0 := lt_of_not_ge hneg
    have hne : g 0 - 1 ≠ 0 := by
      intro h1
      have h2 : g 0 = 1 := by linarith
      rw [h2] at hneg'
      norm_num at hneg'
    obtain ⟨r, hr⟩ : ∃ r, r * (g 0 - 1) = g 0 := ⟨_, div_mul_cancel₀ _ hne⟩
    have hs : 0 < (g 0 - 1) ^ 2 := by positivity
    have hr0 : 0 < r := (mul_pos_iff_of_pos_right hs).1 (by
      have h3 : r * (g 0 - 1) ^ 2 = g 0 * (g 0 - 1) := by
        linear_combination (g 0 - 1) * hr
      rw [h3]
      linarith)
    -- at the energy `log r / β` the denominator would vanish
    have hD := (flow_formula h (Real.log r / β)).1
    have he : β * (Real.log r / β) = Real.log r := by field_simp
    rw [he, Real.exp_log hr0] at hD
    linarith
  have h0 : 0 ≤ g 0 := by nlinarith [sq_nonneg (g 0)]
  have h1 : 0 ≤ 1 - g 0 := by nlinarith [sq_nonneg (1 - g 0)]
  obtain ⟨hD, hf⟩ := flow_formula h ε
  rw [hf]
  refine ⟨div_nonneg h0 hD.le, (div_le_one hD).2 ?_⟩
  linarith [mul_nonneg h1 (Real.exp_pos (β * ε)).le]

/-- The function `1 / (1 + c exp(β(ε - μ)))` obeys the flow equation at each energy where its
denominator is nonzero. -/
theorem hasDerivAt_statistics (β μ c ε : ℝ) (hd : 1 + c * Real.exp (β * (ε - μ)) ≠ 0) :
    HasDerivAt (fun x => 1 / (1 + c * Real.exp (β * (x - μ))))
      (-β * (1 / (1 + c * Real.exp (β * (ε - μ)))) *
        (1 - 1 / (1 + c * Real.exp (β * (ε - μ))))) ε := by
  have hE := ((((hasDerivAt_id' ε).sub_const μ).const_mul β).exp.const_mul c).const_add 1
  refine ((hasDerivAt_const ε (1 : ℝ)).fun_div hE hd).congr_deriv ?_
  rw [div_eq_iff (pow_ne_zero 2 hd)]
  have hs := div_mul_cancel₀ (1 : ℝ) hd
  generalize 1 / (1 + c * Real.exp (β * (ε - μ))) = s at hs ⊢
  linear_combination β * (c * Real.exp (β * (ε - μ)) -
    s * (1 + c * Real.exp (β * (ε - μ)))) * hs

/-- For `β ≠ 0`, the solutions of `g' = -β g (1 - g)` on the whole energy axis are exactly the
constant 0, the constant 1 and the Fermi-Dirac functions. -/
theorem fermiFlow_iff {β : ℝ} (hβ : β ≠ 0) (g : ℝ → ℝ) :
    FermiFlow β g ↔ g = (fun _ => 0) ∨ g = (fun _ => 1) ∨ ∃ μ, g = fermi β μ := by
  constructor
  · intro h
    obtain ⟨h0, h1⟩ := occupation_mem_Icc hβ h 0
    rcases h0.eq_or_lt with h0 | h0
    · left
      funext ε
      rw [(flow_formula h ε).2, ← h0, zero_div]
    rcases h1.eq_or_lt with h1 | h1
    · right; left
      funext ε
      rw [(flow_formula h ε).2, h1]
      norm_num
    -- partial filling: the hole-to-particle ratio `q` at zero energy fixes `μ`
    right; right
    obtain ⟨q, hq⟩ : ∃ q, q * g 0 = 1 - g 0 := ⟨_, div_mul_cancel₀ _ h0.ne'⟩
    have hq0 : 0 < q := (mul_pos_iff_of_pos_right h0).1 (by rw [hq]; linarith)
    obtain ⟨μ, hμ⟩ : ∃ μ, β * μ = -Real.log q := ⟨-Real.log q / β, by field_simp⟩
    refine ⟨μ, ?_⟩
    funext ε
    have he : β * (ε - μ) = β * ε + Real.log q := by linear_combination -hμ
    have hd : 1 + Real.exp (β * ε) * q = (g 0 + (1 - g 0) * Real.exp (β * ε)) / g 0 := by
      rw [eq_div_iff h0.ne']
      linear_combination Real.exp (β * ε) * hq
    rw [(flow_formula h ε).2, fermi, he, Real.exp_add, Real.exp_log hq0, hd, one_div_div]
  · rintro (rfl | rfl | ⟨μ, rfl⟩)
    · intro ε
      exact (hasDerivAt_const ε (0 : ℝ)).congr_deriv (by simp)
    · intro ε
      exact (hasDerivAt_const ε (1 : ℝ)).congr_deriv (by simp)
    · intro ε
      have hf : fermi β μ = fun x => 1 / (1 + 1 * Real.exp (β * (x - μ))) := by
        funext x
        simp [fermi]
      rw [hf]
      exact hasDerivAt_statistics β μ 1 ε (by positivity)

/-- For `β ≠ 0`, a solution of the flow with occupation one half at the energy `μ` is the
Fermi-Dirac function with chemical potential `μ`. -/
theorem eq_fermi_of_half_filling {β μ : ℝ} {g : ℝ → ℝ} (hβ : β ≠ 0) (h : FermiFlow β g)
    (hm : g μ = 1 / 2) : g = fermi β μ := by
  rcases (fermiFlow_iff hβ g).1 h with rfl | rfl | ⟨ν, rfl⟩
  · norm_num at hm
  · norm_num at hm
  · rw [fermi, div_eq_div_iff (by positivity) two_ne_zero] at hm
    have h1 : Real.exp (β * (μ - ν)) = 1 := by linarith
    rw [Real.exp_eq_one_iff] at h1
    have h2 : μ = ν := sub_eq_zero.1 ((mul_eq_zero.1 h1).resolve_left hβ)
    rw [h2]

/-- For `β ≠ 0`, minus the Bose-Einstein function obeys `g' = -β g (1 - g)` at every energy other
than `μ`, and its values there lie outside the interval from 0 to 1. -/
theorem neg_bose_flow_off_pole {β μ ε : ℝ} (hβ : β ≠ 0) (hε : ε ≠ μ) :
    HasDerivAt (fun x => -bose β μ x) (-β * (-bose β μ ε) * (1 - (-bose β μ ε))) ε ∧
      -bose β μ ε ∉ Icc (0 : ℝ) 1 := by
  have hf : ∀ x, -bose β μ x = 1 / (1 + (-1) * Real.exp (β * (x - μ))) := by
    intro x
    rw [bose, ← div_neg]
    congr 1
    ring
  have ht : Real.exp (β * (ε - μ)) ≠ 1 := by
    rw [Ne, Real.exp_eq_one_iff]
    exact mul_ne_zero hβ (sub_ne_zero.2 hε)
  have hd : 1 + (-1) * Real.exp (β * (ε - μ)) ≠ 0 := fun h => ht (by linarith)
  simp only [hf]
  refine ⟨hasDerivAt_statistics β μ (-1) ε hd, ?_⟩
  rintro ⟨h0, h1⟩
  have hs := div_mul_cancel₀ (1 : ℝ) hd
  have hpos := Real.exp_pos (β * (ε - μ))
  generalize 1 / (1 + (-1) * Real.exp (β * (ε - μ))) = s at hs h0 h1
  have hst := mul_nonneg h0 hpos.le
  have hs1 : s = 1 := le_antisymm h1 (by linarith)
  rw [hs1] at hs
  linarith

end

end FermiDiracFlow
```

```lean
#print axioms FermiDiracFlow.fermiFlow_iff
#print axioms FermiDiracFlow.eq_fermi_of_half_filling
#print axioms FermiDiracFlow.neg_bose_flow_off_pole
```

```
'FermiDiracFlow.fermiFlow_iff' depends on axioms: [propext, Classical.choice, Quot.sound]
'FermiDiracFlow.eq_fermi_of_half_filling' depends on axioms: [propext, Classical.choice, Quot.sound]
'FermiDiracFlow.neg_bose_flow_off_pole' depends on axioms: [propext, Classical.choice, Quot.sound]
```

## What is assumed, and what is checked

`FermiFlow β g` says that `g` has the derivative $-\beta g(1-g)$ at every real energy, so differentiability is part of the hypothesis. "Flow" refers to change with energy, not time. `fermi β μ` is the Fermi-Dirac function, and `Icc (0 : ℝ) 1` is the closed interval $[0,1]$. The main theorem, `fermiFlow_iff`, is the equivalence stated above.

The hypothesis `β ≠ 0` also admits negative $\beta$; at $\beta=0$ every constant, such as 2, would be a solution. Lean's division gives `bose` the value 0 at $\varepsilon=\mu$, and `neg_bose_flow_off_pole` makes no statement there.

The lemmas follow the derivation:

- `linear_growth` differentiates $ue^{-A}$ and applies `is_const_of_deriv_eq_zero`.
- `flow_formula` uses it twice, names the common exponential `E` with `generalize`, and cancels it with `mul_right_cancel₀`; `linear_combination` does the algebra.
- `occupation_mem_Icc` evaluates the positive denominator at `Real.log r / β` to reach the contradiction.
- `hasDerivAt_statistics` is the computation with general $c$, used for both the Fermi and the Bose functions.
- `fermiFlow_iff` splits on $g_0=0$, $g_0=1$ and partial filling.
- `eq_fermi_of_half_filling` identifies $\mu$ through `Real.exp_eq_one_iff`.
- `neg_bose_flow_off_pole` assumes $0\le s\le1$. From $s(1-t)=1$ it gets $s=1+st\ge1$, so $s=1$ and $t=0$, which is impossible for an exponential.

The step left to physics is the one from the thermal ensemble to the differential equation: the variance argument above motivates `FermiFlow`, but the theorems take it as given. They concern functions of a real variable, so rounding and overflow in an implementation of `fermi` need separate care.
